# The Sum Rule for Warren–Cowley Parameters and the Exact Unlike-Pair Range in Binary Pair Tables

Let $P_{ij}$ be a symmetric table of pair probabilities in which every species $i$ has a positive concentration $c_i=\sum_j P_{ij}$. The Warren–Cowley parameters $\alpha_{ij}=1-P_{ij}/(c_ic_j)$ then satisfy

$$\sum_j c_j\alpha_{ij}=0,\qquad 1-\frac{1}{\max(c_i,c_j)}\le\alpha_{ij}\le 1 .$$

For two species, $\alpha_{01}$ and the composition fix all the other parameters, and at each composition every value of $\alpha_{01}$ in its interval is realised by some pair table.

## Pairs in one neighbour shell

Choose a neighbour shell and pick one of its pairs at random, in random order. $P_{ij}$ is the probability that the first site holds species $i$ and the second species $j$; the random order makes the table symmetric. Its marginal is the alloy concentration when every site has equally many neighbours in the shell. In an infinite alloy, independent random occupation of the sites gives $\alpha_{ij}=0$; a negative $\alpha_{01}$ means that unlike neighbours are favoured.

## The statements in Lean

`PairDistribution ι` is a real table `P` over a finite set `ι` of species: non-negative, symmetric, with total 1 and positive marginals. `conc D i` is $c_i$ and `warrenCowley D i j` is $\alpha_{ij}$, with the same formula for like pairs. Binary alloys use `Fin 2`, so species A and B are 0 and 1. An unlike pair in either order has probability $2P_{01}$.

`sum_rule` and `warrenCowley_bounds` hold for any number of species. `binary_realisable_iff` says that, for $0<c<1$, some table has $c_0=c$ and $\alpha_{01}=a$ exactly when $a$ lies in the interval. `binary_neg_one_le` gives $\alpha_{01}\ge-1$, with equality exactly when $P_{00}=P_{11}=0$.

Realisability concerns a single pair table, not an arrangement of atoms. A lattice can be more restrictive: if the shell's bonds form triangles, two species cannot avoid like pairs. Within this one-shell description, the relations can check short-range-order parameters computed from simulated pair counts with the formula above, used for like and unlike pairs alike.

## Derivation

**Sum rule.** Since the concentrations add up to 1,

$$\sum_j c_j\alpha_{ij}=\sum_j c_j-\frac1{c_i}\sum_j P_{ij}=1-1=0 .$$

Isolating the term $j=i$ gives $\alpha_{ii}=-\frac1{c_i}\sum_{j\ne i}c_j\alpha_{ij}$. For two species,

$$\alpha_{00}=-\frac{c_1}{c_0}\alpha_{01},\qquad \alpha_{11}=-\frac{c_0}{c_1}\alpha_{01},\qquad \alpha_{10}=\alpha_{01}.$$

**Bounds.** $P_{ij}\ge0$ gives $\alpha_{ij}\le1$. An entry exceeds neither marginal, so $P_{ij}\le\min(c_i,c_j)$. Dividing by $c_ic_j=\min(c_i,c_j)\max(c_i,c_j)$ gives the lower bound.

**Realisation.** Given $c$ and an allowed $a$, put $x=c(1-c)(1-a)$ and take

$$P=\begin{pmatrix}c-x&x\\x&1-c-x\end{pmatrix}.$$

The upper bound on $a$ gives $x\ge0$. The lower bound gives $(1-a)\max(c,1-c)\le1$, hence $x\le\min(c,1-c)$. All entries are non-negative, the marginals are $c$ and $1-c$, and $\alpha_{01}=1-x/(c(1-c))=a$.

**The value $-1$.** Write $p=P_{00}$, $q=P_{11}$, $x=P_{01}$, so $p+q+2x=1$. Then

$$c_0c_1(1+\alpha_{01})=2(p+x)(q+x)-x(p+q+2x)=2pq+x(p+q)\ge0 .$$

If $\alpha_{01}=-1$, then $x=2c_0c_1>0$, which forces $p+q=0$ and so $p=q=0$. Conversely, $p=q=0$ makes the right side vanish.

## An alloy with composition 3:1

Let $c_0=3/4$ and $c_1=1/4$. The lower bound is $1-4/3=-1/3$. At this value $x=\frac{3}{16}\cdot\frac43=\frac14$, so $P_{00}=\frac12$ and $P_{11}=0$: the minority species has no like pairs. The binary formulas give $\alpha_{00}=1/9$ and $\alpha_{11}=1$, in agreement with the definition.

## The file and its proofs

```lean
import Mathlib

open Finset

namespace WarrenCowleyOrder

noncomputable section

/-- Pair probabilities of an alloy: a symmetric, non-negative, normalised table in which
every species has a positive marginal. -/
structure PairDistribution (ι : Type*) [Fintype ι] where
  P : ι → ι → ℝ
  nonneg : ∀ i j, 0 ≤ P i j
  symm : ∀ i j, P i j = P j i
  total : ∑ i, ∑ j, P i j = 1
  present : ∀ i, 0 < ∑ j, P i j

variable {ι : Type*} [Fintype ι]

/-- The concentration of species `i`, the marginal of the pair probabilities. -/
def conc (D : PairDistribution ι) (i : ι) : ℝ := ∑ j, D.P i j

/-- The Warren-Cowley parameter `1 - P_ij / (c_i c_j)`; the concentrations are positive
for every pair distribution. -/
def warrenCowley (D : PairDistribution ι) (i j : ι) : ℝ :=
  1 - D.P i j / (conc D i * conc D j)

/-- Every concentration is positive. -/
theorem conc_pos (D : PairDistribution ι) (i : ι) : 0 < conc D i := D.present i

/-- The concentrations add up to one. -/
theorem sum_conc (D : PairDistribution ι) : ∑ i, conc D i = 1 := D.total

/-- The pair probability is recovered from the concentrations and the Warren-Cowley
parameter. -/
theorem pair_eq (D : PairDistribution ι) (i j : ι) :
    conc D i * conc D j * (1 - warrenCowley D i j) = D.P i j := by
  have hi := (conc_pos D i).ne'
  have hj := (conc_pos D j).ne'
  rw [warrenCowley, sub_sub_cancel]
  field_simp

/-- Sum rule: the concentration-weighted Warren-Cowley parameters around any species
add up to zero. -/
theorem sum_rule (D : PairDistribution ι) (i : ι) :
    ∑ j, conc D j * warrenCowley D i j = 0 := by
  have h : conc D i * ∑ j, conc D j * warrenCowley D i j = 0 := by
    calc conc D i * ∑ j, conc D j * warrenCowley D i j
        = ∑ j, (conc D i * conc D j - D.P i j) := by
          rw [Finset.mul_sum]
          exact Finset.sum_congr rfl
            (fun j _ => by linear_combination -(pair_eq D i j))
      _ = conc D i * ∑ j, conc D j - ∑ j, D.P i j := by
          rw [Finset.sum_sub_distrib, Finset.mul_sum]
      _ = 0 := by
          rw [sum_conc, mul_one]
          exact sub_self _
  exact (mul_eq_zero.mp h).resolve_left (conc_pos D i).ne'

/-- The like-pair parameter of a species is fixed by the concentrations and its
unlike-pair parameters. -/
theorem like_from_unlike [DecidableEq ι] (D : PairDistribution ι) (i : ι) :
    warrenCowley D i i =
      -(∑ j ∈ univ.erase i, conc D j * warrenCowley D i j) / conc D i := by
  have h := Finset.add_sum_erase Finset.univ
    (fun j => conc D j * warrenCowley D i j) (Finset.mem_univ i)
  beta_reduce at h
  rw [sum_rule] at h
  rw [eq_div_iff (conc_pos D i).ne']
  linear_combination h

/-- For any number of species, each Warren-Cowley parameter lies between
`1 - 1 / max(c_i, c_j)` and `1`. -/
theorem warrenCowley_bounds (D : PairDistribution ι) (i j : ι) :
    1 - 1 / max (conc D i) (conc D j) ≤ warrenCowley D i j ∧
      warrenCowley D i j ≤ 1 := by
  have hi := conc_pos D i
  have hj := conc_pos D j
  have hk := pair_eq D i j
  -- a pair probability exceeds neither of its marginals
  have hPi : D.P i j ≤ conc D i :=
    Finset.single_le_sum (f := fun k => D.P i k) (fun k _ => D.nonneg i k) (mem_univ j)
  have hPj : D.P j i ≤ conc D j :=
    Finset.single_le_sum (f := fun k => D.P j k) (fun k _ => D.nonneg j k) (mem_univ i)
  rw [← D.symm i j] at hPj
  have hm : (1 - warrenCowley D i j) * max (conc D i) (conc D j) ≤ 1 := by
    rcases le_total (conc D i) (conc D j) with h | h
    · rw [max_eq_right h]
      refine le_of_mul_le_mul_left ?_ hi
      linarith
    · rw [max_eq_left h]
      refine le_of_mul_le_mul_left ?_ hj
      linarith
  have hd := (le_div_iff₀ (lt_max_of_lt_left hi)).mpr hm
  refine ⟨by linarith, ?_⟩
  have hq := div_nonneg (D.nonneg i j) (mul_pos hi hj).le
  unfold warrenCowley
  linarith

/-- In a binary alloy the unlike-pair parameter and the composition determine all other
Warren-Cowley parameters, and it lies between `1 - 1 / max(c_A, c_B)` and `1`. -/
theorem binary_warrenCowley (D : PairDistribution (Fin 2)) :
    warrenCowley D 1 0 = warrenCowley D 0 1 ∧
    warrenCowley D 0 0 = -(conc D 1 / conc D 0) * warrenCowley D 0 1 ∧
    warrenCowley D 1 1 = -(conc D 0 / conc D 1) * warrenCowley D 0 1 ∧
    1 - 1 / max (conc D 0) (conc D 1) ≤ warrenCowley D 0 1 ∧
    warrenCowley D 0 1 ≤ 1 := by
  have hs : warrenCowley D 1 0 = warrenCowley D 0 1 := by
    unfold warrenCowley
    rw [D.symm 1 0, mul_comm (conc D 1)]
  have h0 := sum_rule D 0
  have h1 := sum_rule D 1
  rw [Fin.sum_univ_two] at h0 h1
  rw [hs] at h1
  have e0 : warrenCowley D 0 0 = -(conc D 1 * warrenCowley D 0 1) / conc D 0 := by
    rw [eq_div_iff (conc_pos D 0).ne']
    linear_combination h0
  have e1 : warrenCowley D 1 1 = -(conc D 0 * warrenCowley D 0 1) / conc D 1 := by
    rw [eq_div_iff (conc_pos D 1).ne']
    linear_combination h1
  exact ⟨hs, e0.trans (by ring), e1.trans (by ring), warrenCowley_bounds D 0 1⟩

/-- The binary pair distribution with concentration `c` of the first species and
probability `x` for an unlike pair in a given order. -/
def binaryPair (c x : ℝ) (hc : 0 < c) (hc1 : c < 1) (hx : 0 ≤ x) (h0 : x ≤ c)
    (h1 : x ≤ 1 - c) : PairDistribution (Fin 2) where
  P := ![![c - x, x], ![x, 1 - c - x]]
  nonneg := by
    intro i j
    fin_cases i <;> fin_cases j
    exacts [sub_nonneg.mpr h0, hx, hx, sub_nonneg.mpr h1]
  symm := by
    intro i j
    fin_cases i <;> fin_cases j <;> rfl
  total := by
    simp only [Fin.sum_univ_two]
    change c - x + x + (x + (1 - c - x)) = 1
    ring
  present := by
    intro i
    fin_cases i
    · rw [Fin.sum_univ_two]
      change 0 < c - x + x
      linarith
    · rw [Fin.sum_univ_two]
      change 0 < x + (1 - c - x)
      linarith

/-- For a concentration `c` of the first species with `0 < c < 1`, a number `a` is the unlike-pair
parameter of some binary pair distribution exactly when `1 - 1 / max(c, 1 - c) ≤ a ≤ 1`. -/
theorem binary_realisable_iff {c : ℝ} (hc : 0 < c) (hc1 : c < 1) (a : ℝ) :
    (∃ D : PairDistribution (Fin 2), conc D 0 = c ∧ warrenCowley D 0 1 = a) ↔
      1 - 1 / max c (1 - c) ≤ a ∧ a ≤ 1 := by
  constructor
  · rintro ⟨D, h0, ha⟩
    have hs := sum_conc D
    rw [Fin.sum_univ_two] at hs
    have h1 : conc D 1 = 1 - c := by linarith
    have hb := warrenCowley_bounds D 0 1
    rwa [h0, h1, ha] at hb
  · rintro ⟨hl, hu⟩
    have hd : 0 < 1 - c := by linarith
    have ha : 0 ≤ 1 - a := by linarith
    have hm : (1 - a) * max c (1 - c) ≤ 1 :=
      (le_div_iff₀ (lt_max_of_lt_left hc)).mp (by linarith)
    have hA : (1 - a) * c ≤ 1 :=
      (mul_le_mul_of_nonneg_left (le_max_left _ _) ha).trans hm
    have hB : (1 - a) * (1 - c) ≤ 1 :=
      (mul_le_mul_of_nonneg_left (le_max_right _ _) ha).trans hm
    -- the unlike-pair probability dictated by `a` fits under both marginals
    have hx : 0 ≤ c * (1 - c) * (1 - a) := mul_nonneg (mul_pos hc hd).le ha
    have hx0 : c * (1 - c) * (1 - a) ≤ c := by
      nlinarith [mul_le_mul_of_nonneg_left hB hc.le]
    have hx1 : c * (1 - c) * (1 - a) ≤ 1 - c := by
      nlinarith [mul_le_mul_of_nonneg_left hA hd.le]
    have h0 : conc (binaryPair c _ hc hc1 hx hx0 hx1) 0 = c := by
      rw [conc, Fin.sum_univ_two]
      change c - c * (1 - c) * (1 - a) + c * (1 - c) * (1 - a) = c
      ring
    have h1 : conc (binaryPair c _ hc hc1 hx hx0 hx1) 1 = 1 - c := by
      rw [conc, Fin.sum_univ_two]
      change c * (1 - c) * (1 - a) + (1 - c - c * (1 - c) * (1 - a)) = 1 - c
      ring
    refine ⟨binaryPair c _ hc hc1 hx hx0 hx1, h0, ?_⟩
    rw [warrenCowley, h0, h1]
    change 1 - c * (1 - c) * (1 - a) / (c * (1 - c)) = a
    rw [mul_div_cancel_left₀ _ (mul_pos hc hd).ne']
    ring

/-- In every binary alloy the unlike-pair parameter is at least `-1`, with equality
exactly when there are no like pairs. -/
theorem binary_neg_one_le (D : PairDistribution (Fin 2)) :
    -1 ≤ warrenCowley D 0 1 ∧
      (warrenCowley D 0 1 = -1 ↔ D.P 0 0 = 0 ∧ D.P 1 1 = 0) := by
  have ha := D.nonneg 0 0
  have hb := D.nonneg 1 1
  have hx := D.nonneg 0 1
  have hp := mul_pos (conc_pos D 0) (conc_pos D 1)
  have hk := pair_eq D 0 1
  have h0 : conc D 0 = D.P 0 0 + D.P 0 1 := by rw [conc, Fin.sum_univ_two]
  have h1 : conc D 1 = D.P 0 1 + D.P 1 1 := by
    rw [conc, Fin.sum_univ_two, D.symm 1 0]
  have ht := sum_conc D
  rw [Fin.sum_univ_two, h0, h1] at ht
  -- the distance from `-1` is measured by the like pairs
  have key : conc D 0 * conc D 1 * (1 + warrenCowley D 0 1) =
      2 * D.P 0 0 * D.P 1 1 + D.P 0 1 * (D.P 0 0 + D.P 1 1) := by
    rw [h0, h1] at hk ⊢
    linear_combination D.P 0 1 * ht - hk
  have hn : 0 ≤ conc D 0 * conc D 1 * (1 + warrenCowley D 0 1) := by
    rw [key]
    positivity
  have hw : 0 ≤ 1 + warrenCowley D 0 1 :=
    le_of_mul_le_mul_left (by rw [mul_zero]; exact hn) hp
  refine ⟨by linarith, ?_, ?_⟩
  · intro h
    rw [h] at key hk
    have hx' : 0 < D.P 0 1 := by linarith
    have hz : D.P 0 1 * (D.P 0 0 + D.P 1 1) = 0 := by
      have m1 := mul_nonneg ha hb
      have m2 := mul_nonneg hx (add_nonneg ha hb)
      linarith
    have hab := (mul_eq_zero.mp hz).resolve_left hx'.ne'
    exact ⟨by linarith, by linarith⟩
  · rintro ⟨h00, h11⟩
    have hz : conc D 0 * conc D 1 * (1 + warrenCowley D 0 1) = 0 := by
      rw [key, h00, h11]
      ring
    have hw0 := (mul_eq_zero.mp hz).resolve_left hp.ne'
    linarith

end

end WarrenCowleyOrder
```

`pair_eq` clears the denominators: $c_ic_j(1-\alpha_{ij})=P_{ij}$. `sum_rule` uses it to show that $c_i$ times the sum vanishes, then cancels $c_i>0$. `like_from_unlike` splits off the diagonal term, and `binary_warrenCowley` solves the two binary sum rules.

In `warrenCowley_bounds`, `Finset.single_le_sum` bounds an entry by its marginal. The case split decides which concentration is the maximum, and the other one is cancelled.

`binaryPair` builds the $2\times2$ table and checks its properties. `binary_realisable_iff` obtains one direction from the general bounds; for the other, the `nlinarith` steps show that $x$ fits under both marginals.

In `binary_neg_one_le`, `key` is the identity derived above for the value $-1$, obtained by `linear_combination` from normalisation and `pair_eq`. Both the inequality and the equality case follow from it.

```lean
#print axioms WarrenCowleyOrder.like_from_unlike
-- 'WarrenCowleyOrder.like_from_unlike' depends on axioms: [propext, Classical.choice, Quot.sound]
#print axioms WarrenCowleyOrder.binary_warrenCowley
-- 'WarrenCowleyOrder.binary_warrenCowley' depends on axioms: [propext, Classical.choice, Quot.sound]
#print axioms WarrenCowleyOrder.binary_realisable_iff
-- 'WarrenCowleyOrder.binary_realisable_iff' depends on axioms: [propext, Classical.choice, Quot.sound]
#print axioms WarrenCowleyOrder.binary_neg_one_le
-- 'WarrenCowleyOrder.binary_neg_one_le' depends on axioms: [propext, Classical.choice, Quot.sound]
```
